# Some eigenvalue of a Hermitian matrix lies within ‖exp(T) r‖ of the projected coupled-cluster energy

Couple a reference level at energy 0 to an excited level at energy $d$ with strength $g$, and try the state $\psi=(1,t)$. Projecting $H\psi$ on the reference gives the energy $E=gt$, and the Schrödinger equation fails only in the excited component:

$$H\psi-E\psi=(0,\;x),\qquad x=g+dt-gt^2 .$$

How far is $E$ from an exact energy? If the nearest eigenvalue of $H$ is at distance $\delta$, then $H-E$ stretches every vector by at least $\delta$. Since $\|\psi\|\ge 1$, it follows that $\delta\le\delta\|\psi\|\le|x|$.

The same argument works for any finite Hermitian matrix $H$ and any nilpotent $T$ whose reference row vanishes. It bounds the distance from a truncated coupled-cluster energy to some full-CI energy in the same finite basis, not necessarily the ground state.

In the code `o` labels the reference, with unit vector $e_o$, and

$$\bar H=e^{-T}He^{T},\quad \psi=e^{T}e_o,\quad E=\bar H_{oo},\quad r=\bar He_o-Ee_o .$$

These are `hbar`, `ccState`, `ccEnergy` and `ccResidual`. `IsEnergy H l` says that the real number `l` is an eigenvalue of `H`, and `euclNorm` is the Euclidean norm. Entries may be complex, so $E$ may be too. The vector $r$ has components on all determinants, including those whose amplitude equations a truncated method leaves unsolved. Passing from the matrix to the Hamiltonian in a complete basis is a separate step.

In Lean 4 with Mathlib:

```lean
import Mathlib

open Matrix

namespace CoupledClusterResidualBound

noncomputable section

variable {n : Type*} [Fintype n] [DecidableEq n]

/-- The Euclidean norm of a complex coefficient vector. -/
def euclNorm (v : n → ℂ) : ℝ := Real.sqrt (∑ i, ‖v i‖ ^ 2)

/-- The real number `l` is an eigenvalue of `H`, with a nonzero eigenvector. -/
def IsEnergy (H : Matrix n n ℂ) (l : ℝ) : Prop :=
  ∃ v : n → ℂ, v ≠ 0 ∧ H *ᵥ v = (l : ℂ) • v

/-- The similarity-transformed Hamiltonian `exp(-T) H exp(T)`, for nilpotent `T`. -/
def hbar (H T : Matrix n n ℂ) : Matrix n n ℂ :=
  IsNilpotent.exp (-T) * H * IsNilpotent.exp T

/-- The coupled-cluster state `exp(T) e_o` built on the reference `o`, for nilpotent `T`. -/
def ccState (T : Matrix n n ℂ) (o : n) : n → ℂ :=
  IsNilpotent.exp T *ᵥ Pi.single o 1

/-- The projected energy: the reference diagonal entry of the transformed Hamiltonian. -/
def ccEnergy (H T : Matrix n n ℂ) (o : n) : ℂ := hbar H T o o

/-- The residual of the amplitude equations, `Hbar e_o - Hbar_oo e_o`. -/
def ccResidual (H T : Matrix n n ℂ) (o : n) : n → ℂ :=
  hbar H T *ᵥ Pi.single o 1 - ccEnergy H T o • Pi.single o 1
```

## T never leads back to the reference

The hypothesis `h0`, $T_{oj}=0$ for all $j$, says that $T$ takes no level to the reference. A cluster operator that only excites has this property. Then $(T^k)_{oo}=0$ for $k\ge1$, so only the identity term of $e^T$ contributes to $\psi_o$. Hence $\psi_o=1$ (intermediate normalisation) and $\|\psi\|\ge1$. The proof splits off the zeroth term of the series and shows that the others vanish.

Nilpotency alone does not give the bound. For

$$T=\tfrac12\begin{pmatrix}-1&1\\-1&1\end{pmatrix},\qquad H=\begin{pmatrix}2&1\\1&-2\end{pmatrix},$$

with the first level as reference, $\psi=(\tfrac12,-\tfrac12)$ and $E=0$. The eigenvalues are $\pm\sqrt5$, but $\|e^Tr\|=\sqrt{10}/2<\sqrt5$.

```lean
/-- Intermediate normalisation: if `T` is nilpotent and its reference row vanishes, the
reference has coefficient one in the coupled-cluster state. -/
theorem ccState_reference {T : Matrix n n ℂ} (hT : IsNilpotent T) {o : n}
    (h0 : ∀ j, T o j = 0) : ccState T o o = 1 := by
  have hrow : IsNilpotent.exp T o o = 1 := by
    obtain ⟨k, hk⟩ := hT
    have hk' : T ^ (k + 1) = 0 := by rw [pow_succ, hk, zero_mul]
    -- every power of T beyond the zeroth has a vanishing reference row
    rw [IsNilpotent.exp_eq_sum hk', Finset.sum_range_succ', Matrix.add_apply,
      Matrix.sum_apply, Finset.sum_eq_zero]
    · simp
    · intro i _
      have hp : (T ^ (i + 1)) o o = 0 := by
        rw [pow_succ', Matrix.mul_apply]
        simp [h0]
      rw [Matrix.smul_apply, hp, smul_zero]
  simp [ccState, hrow]
```

## The exponential series terminates

Nilpotency, `hT`, reflects that a finite number of electrons can be excited only finitely often. It gives $e^Te^{-T}=1$, hence $e^T\bar H=He^T$ and

$$e^Tr=He^Te_o-Ee^Te_o=H\psi-E\psi .$$

The proof establishes the same two matrix identities and then applies them to $e_o$.

With the ordinary matrix exponential this derivation needs no nilpotency. The code's `IsNilpotent.exp` does need it: it returns zero for a matrix that is not nilpotent.

```lean
/-- For nilpotent `T`, the back-transformed residual `exp(T) r` is the Schrödinger residual
`H ψ - E ψ` of the coupled-cluster state at the projected energy. -/
theorem exp_mulVec_residual (H : Matrix n n ℂ) {T : Matrix n n ℂ} (hT : IsNilpotent T)
    (o : n) : IsNilpotent.exp T *ᵥ ccResidual H T o
      = H *ᵥ ccState T o - ccEnergy H T o • ccState T o := by
  have hu : IsNilpotent.exp T * IsNilpotent.exp (-T) = 1 :=
    IsNilpotent.exp_mul_exp_neg_self hT
  have h : IsNilpotent.exp T * hbar H T = H * IsNilpotent.exp T := by
    unfold hbar
    rw [← mul_assoc, ← mul_assoc, hu, one_mul]
  unfold ccResidual ccState
  rw [Matrix.mulVec_sub, Matrix.mulVec_smul, Matrix.mulVec_mulVec, h,
    ← Matrix.mulVec_mulVec]
```

## Hermiticity turns a small residual into a nearby eigenvalue

A Hermitian $H$ has real eigenvalues $\lambda_i$ and an orthonormal eigenbasis $b_i$. For any complex $z$,

$$\langle b_i|(H-z)\psi\rangle=(\lambda_i-z)\langle b_i|\psi\rangle .$$

Squaring, summing and choosing $\lambda_k$ nearest to $z$ gives

$$\|(H-z)\psi\|^2=\sum_i|\lambda_i-z|^2|\langle b_i|\psi\rangle|^2\ge|\lambda_k-z|^2\|\psi\|^2 .$$

`sum_overlap_sq` supplies the sums over overlaps. In the next proof, `hs` lets $H$ act to the left on $b_i$, `hc` is the first display, and the sums are compared term by term.

Real eigenvalues are not enough. The matrix $\begin{pmatrix}0&1\\1/4&0\end{pmatrix}$ with $T=0$ and the first level as reference has $E=0$ and $\|r\|=1/4$, but eigenvalues $\pm1/2$.

```lean
omit [DecidableEq n] in
/-- The squared overlaps of a vector with an orthonormal basis add up to its squared norm. -/
theorem sum_overlap_sq (b : OrthonormalBasis n ℂ (EuclideanSpace ℂ n)) (x : n → ℂ) :
    ∑ i, ‖star (b i).ofLp ⬝ᵥ x‖ ^ 2 = ∑ i, ‖x i‖ ^ 2 := by
  have h : ‖b.repr (WithLp.toLp 2 x)‖ ^ 2 = ‖(WithLp.toLp 2 x : EuclideanSpace ℂ n)‖ ^ 2 := by
    rw [b.repr.norm_map]
  simp only [EuclideanSpace.norm_sq_eq, b.repr_apply_apply,
    EuclideanSpace.inner_eq_star_dotProduct] at h
  simp_rw [dotProduct_comm (star _) x]
  exact h

/-- For a Hermitian matrix `H` of nonzero size, any vector `ψ` and any complex number `z`, some
eigenvalue `l` of `H` satisfies `|l - z| ‖ψ‖ ≤ ‖H ψ - z ψ‖`. -/
theorem exists_energy_near [Nonempty n] {H : Matrix n n ℂ} (hH : H.IsHermitian)
    (z : ℂ) (ψ : n → ℂ) :
    ∃ l : ℝ, IsEnergy H l ∧ ‖(l : ℂ) - z‖ * euclNorm ψ ≤ euclNorm (H *ᵥ ψ - z • ψ) := by
  let b := hH.eigenvectorBasis
  have hb : ∀ i, H *ᵥ (b i).ofLp = (hH.eigenvalues i : ℂ) • (b i).ofLp := by
    intro i
    have h := hH.mulVec_eigenvectorBasis i
    rw [h]
    ext j
    simp [b]
  -- take the eigenvalue closest to z
  obtain ⟨k, hk⟩ := Finite.exists_min (fun i => ‖(hH.eigenvalues i : ℂ) - z‖)
  refine ⟨hH.eigenvalues k, ⟨(b k).ofLp, ?_, hb k⟩, ?_⟩
  · intro h
    apply b.orthonormal.ne_zero k
    ext j
    exact congrFun h j
  · unfold euclNorm
    apply Real.le_sqrt_of_sq_le
    rw [mul_pow, Real.sq_sqrt (by positivity), ← sum_overlap_sq b ψ,
      ← sum_overlap_sq b (H *ᵥ ψ - z • ψ), Finset.mul_sum]
    apply Finset.sum_le_sum
    intro i _
    -- H - z acts on each eigencomponent as multiplication
    have hs : star (b i).ofLp ᵥ* H = (hH.eigenvalues i : ℂ) • star (b i).ofLp := by
      have h := congrArg star (hb i)
      rw [Matrix.star_mulVec, hH.eq, star_smul] at h
      simpa using h
    have hc : star (b i).ofLp ⬝ᵥ (H *ᵥ ψ - z • ψ)
        = ((hH.eigenvalues i : ℂ) - z) * (star (b i).ofLp ⬝ᵥ ψ) := by
      rw [dotProduct_sub, Matrix.dotProduct_mulVec, hs, smul_dotProduct, dotProduct_smul,
        smul_eq_mul, smul_eq_mul]
      ring
    rw [hc, norm_mul, mul_pow]
    have hki := hk i
    gcongr
```

## The three hypotheses together

Setting $z=E$ gives $|\lambda-E|\,\|\psi\|\le\|e^Tr\|$ for some eigenvalue $\lambda$. This needs no condition on the reference row. Dividing by $\|\psi\|$, which is nonzero because $e^T$ is invertible, bounds $|\lambda-E|$ by the residual norm of the normalised state. When $\|\psi\|\ge1$, this is at least as sharp as the bound below.

```lean
/-- For Hermitian `H` and nilpotent `T`, some eigenvalue `l` of `H` satisfies
`|l - E| ‖ψ‖ ≤ ‖exp(T) r‖`, with `E` the projected energy and `ψ` the coupled-cluster state. -/
theorem residual_bound_with_norm {H T : Matrix n n ℂ} (hH : H.IsHermitian)
    (hT : IsNilpotent T) (o : n) :
    ∃ l : ℝ, IsEnergy H l ∧ ‖(l : ℂ) - ccEnergy H T o‖ * euclNorm (ccState T o)
      ≤ euclNorm (IsNilpotent.exp T *ᵥ ccResidual H T o) := by
  have : Nonempty n := ⟨o⟩
  rw [exp_mulVec_residual H hT o]
  exact exists_energy_near hH _ _
```

With the vanishing row, $\|\psi\|\ge1$ and the norm can be omitted:

$$|\lambda-E|\le\|e^Tr\| .$$

```lean
/-- Let `H` be Hermitian and `T` nilpotent with vanishing reference row. Then some eigenvalue
of `H` lies within `‖exp(T) r‖` of the projected coupled-cluster energy. -/
theorem residual_energy_bound {H T : Matrix n n ℂ} (hH : H.IsHermitian)
    (hT : IsNilpotent T) {o : n} (h0 : ∀ j, T o j = 0) :
    ∃ l : ℝ, IsEnergy H l ∧ ‖(l : ℂ) - ccEnergy H T o‖
      ≤ euclNorm (IsNilpotent.exp T *ᵥ ccResidual H T o) := by
  obtain ⟨l, hl, hb⟩ := residual_bound_with_norm hH hT o
  -- intermediate normalisation makes the state at least as long as the reference
  have h1 : 1 ≤ euclNorm (ccState T o) := by
    unfold euclNorm
    apply Real.le_sqrt_of_sq_le
    calc (1 : ℝ) ^ 2 = ‖ccState T o o‖ ^ 2 := by rw [ccState_reference hT h0, norm_one]
      _ ≤ ∑ i, ‖ccState T o i‖ ^ 2 :=
        Finset.single_le_sum (f := fun i => ‖ccState T o i‖ ^ 2)
          (fun i _ => by positivity) (Finset.mem_univ o)
  exact ⟨l, hl, (le_mul_of_one_le_right (norm_nonneg _) h1).trans hb⟩
```

Since $\lambda$ is real, $|\operatorname{Im}E|\le|\lambda-E|$, so the same quantity limits the imaginary part of the energy.

```lean
/-- For Hermitian `H` and nilpotent `T` with vanishing reference row, the imaginary part of
the projected energy is at most `‖exp(T) r‖` in absolute value. -/
theorem abs_im_energy_le {H T : Matrix n n ℂ} (hH : H.IsHermitian)
    (hT : IsNilpotent T) {o : n} (h0 : ∀ j, T o j = 0) :
    |(ccEnergy H T o).im| ≤ euclNorm (IsNilpotent.exp T *ᵥ ccResidual H T o) := by
  obtain ⟨l, _, hb⟩ := residual_energy_bound hH hT h0
  have h := Complex.abs_im_le_norm ((l : ℂ) - ccEnergy H T o)
  rw [Complex.sub_im, Complex.ofReal_im, zero_sub, abs_neg] at h
  exact h.trans hb
```

## Two levels attain the bound

The opening example satisfies all three hypotheses for real $g,d$ and complex $t$.

```lean
/-- The two-level Hamiltonian with coupling `g` and gap `d`. -/
def H2 (g d : ℝ) : Matrix (Fin 2) (Fin 2) ℂ := !![0, (g : ℂ); (g : ℂ), (d : ℂ)]

/-- The two-level cluster matrix, exciting the reference with amplitude `t`. -/
def T2 (t : ℂ) : Matrix (Fin 2) (Fin 2) ℂ := !![0, 0; t, 0]

/-- The two-level Hamiltonian is Hermitian, and the two-level cluster matrix is nilpotent with
vanishing reference row. -/
theorem twoLevel_witness (g d : ℝ) (t : ℂ) :
    (H2 g d).IsHermitian ∧ IsNilpotent (T2 t) ∧ ∀ j, T2 t 0 j = 0 := by
  refine ⟨?_, ⟨2, ?_⟩, ?_⟩
  · ext i j
    fin_cases i <;> fin_cases j <;> simp [H2]
  · rw [pow_two]
    ext i j
    fin_cases i <;> fin_cases j <;> simp [T2, Matrix.mul_apply, Fin.sum_univ_two]
  · intro j
    fin_cases j <;> simp [T2]
```

Here $T^2=0$, so $e^T=1+T$, and multiplying out the matrices gives $E=gt$ and $e^Tr=(0,x)$.

```lean
/-- In the two-level model the projected energy is `g t`, and `exp(T) r` has the single
component `g + d t - g t²` on the excited level. -/
theorem twoLevel_residual (g d : ℝ) (t : ℂ) :
    ccEnergy (H2 g d) (T2 t) 0 = g * t ∧
    IsNilpotent.exp (T2 t) *ᵥ ccResidual (H2 g d) (T2 t) 0
      = ![0, g + d * t - g * t ^ 2] := by
  -- the exponential series stops after the linear term
  have he : ∀ s : ℂ, IsNilpotent.exp (T2 s) = !![1, 0; s, 1] := by
    intro s
    have h2 : T2 s ^ 2 = 0 := by
      rw [pow_two]
      ext i j
      fin_cases i <;> fin_cases j <;> simp [T2, Matrix.mul_apply, Fin.sum_univ_two]
    rw [IsNilpotent.exp_eq_sum h2, Finset.sum_range_succ, Finset.sum_range_one]
    ext i j
    fin_cases i <;> fin_cases j <;> simp [T2]
  have hn : -T2 t = T2 (-t) := by
    ext i j
    fin_cases i <;> fin_cases j <;> simp [T2]
  have hE : ccEnergy (H2 g d) (T2 t) 0 = g * t := by
    unfold ccEnergy hbar
    rw [hn, he, he]
    simp [H2, Matrix.mul_apply, Fin.sum_univ_two]
  refine ⟨hE, ?_⟩
  rw [exp_mulVec_residual _ (twoLevel_witness g d t).2.1, hE]
  unfold ccState
  rw [he]
  ext i
  fin_cases i
  · simp [H2, dotProduct, Fin.sum_univ_two]
  · simp [H2, dotProduct, Fin.sum_univ_two]
    ring
```

At $d=t=0$ we have $E=0$ and $\|e^Tr\|=|g|$. The eigenvalue equations $gv_1=\lambda v_0$ and $gv_0=\lambda v_1$ give $(\lambda^2-g^2)v=0$, so $|\lambda|=|g|$ for every eigenvalue. The bound is therefore an equality, and no constant below 1 could multiply its right-hand side.

```lean
/-- The bound is sharp: in the two-level model with zero gap and zero amplitude, every
eigenvalue lies at distance exactly `‖exp(T) r‖` from the projected energy. -/
theorem residual_bound_sharp (g l : ℝ) (hl : IsEnergy (H2 g 0) l) :
    ‖(l : ℂ) - ccEnergy (H2 g 0) (T2 0) 0‖
      = euclNorm (IsNilpotent.exp (T2 0) *ᵥ ccResidual (H2 g 0) (T2 0) 0) := by
  obtain ⟨v, hv, h⟩ := hl
  have h0 : (g : ℂ) * v 1 = l * v 0 := by
    simpa [H2, Matrix.mulVec, dotProduct, Fin.sum_univ_two] using congrFun h 0
  have h1 : (g : ℂ) * v 0 = l * v 1 := by
    simpa [H2, Matrix.mulVec, dotProduct, Fin.sum_univ_two] using congrFun h 1
  -- the secular equation l² = g²
  have hsq : l ^ 2 = g ^ 2 := by
    by_contra hne
    have hc : (l : ℂ) ^ 2 - (g : ℂ) ^ 2 ≠ 0 := by
      intro hz
      exact hne (by exact_mod_cast sub_eq_zero.1 hz)
    have e0 : ((l : ℂ) ^ 2 - (g : ℂ) ^ 2) * v 0 = 0 := by
      linear_combination -(l : ℂ) * h0 - (g : ℂ) * h1
    have e1 : ((l : ℂ) ^ 2 - (g : ℂ) ^ 2) * v 1 = 0 := by
      linear_combination -(l : ℂ) * h1 - (g : ℂ) * h0
    apply hv
    ext i
    fin_cases i
    · exact (mul_eq_zero.1 e0).resolve_left hc
    · exact (mul_eq_zero.1 e1).resolve_left hc
  have habs : |l| = |g| := (sq_eq_sq_iff_abs_eq_abs l g).1 hsq
  rw [(twoLevel_residual g 0 0).1, (twoLevel_residual g 0 0).2]
  simp [euclNorm, Fin.sum_univ_two, Real.sqrt_sq_eq_abs, habs]

end

end CoupledClusterResidualBound
```

```lean
#print axioms CoupledClusterResidualBound.residual_energy_bound
#print axioms CoupledClusterResidualBound.abs_im_energy_le
#print axioms CoupledClusterResidualBound.residual_bound_sharp
```

```
'CoupledClusterResidualBound.residual_energy_bound' depends on axioms: [propext, Classical.choice, Quot.sound]
'CoupledClusterResidualBound.abs_im_energy_le' depends on axioms: [propext, Classical.choice, Quot.sound]
'CoupledClusterResidualBound.residual_bound_sharp' depends on axioms: [propext, Classical.choice, Quot.sound]
```
